# The squared bond matrix is a fixed point of the transfer maps of a uniform canonical matrix product tensor

A site of a matrix product state sits between two bonds, and here those bonds are allowed to differ. The left bond carries real weights $l_i$, the right bond carries real weights $r_j$, and the site matrices $\Gamma^s$ between them may be rectangular. The uniform chain, with one set of weights on every bond, is the special case $r=l$. The weights are only required to be real: they may be zero or negative, and their squares need not sum to one.

## Orthonormal block states on either side of a site

Let $s$ label the local basis states of the site, and put the weights into diagonal matrices $L=\mathrm{diag}(l_i)$ and $R=\mathrm{diag}(r_j)$. Absorbing one bond or the other into the site gives two tensors,

$$A^s = L\,\Gamma^s,\qquad B^s=\Gamma^s R .$$

The tensor $A$ is left-canonical and $B$ is right-canonical when

$$\sum_s (A^s)^\dagger A^s = 1,\qquad \sum_s B^s (B^s)^\dagger = 1 .$$

These conditions stand for orthonormality. If $|\phi_i\rangle$ are orthonormal states of the block to the left of the site, the first condition says that the enlarged block states $|\phi'_j\rangle=\sum_{i,s}A^s_{ij}|\phi_i\rangle|s\rangle$ are orthonormal too. The second says the same for blocks that grow from the right.

When the weights are normalised Schmidt coefficients, the enlarged left block has the density matrix $\sum_j r_j^2|\phi'_j\rangle\langle\phi'_j|$. Tracing out the site leaves the matrix $\sum_s A^sR^2(A^s)^\dagger$ in the basis $|\phi_i\rangle$. This should be the density matrix of the smaller block, which is $L^2$.

## The transfer equations

If $A^s=L\Gamma^s$ is left-canonical and $B^s=\Gamma^sR$ is right-canonical, then

$$\sum_s A^s R^2 (A^s)^\dagger = L^2,\qquad \sum_s (B^s)^\dagger L^2 B^s = R^2 .$$

For the first equation, use $L^\dagger=L$ and $R^\dagger=R$, which hold because the weights are real:

$$\sum_s A^sR^2(A^s)^\dagger=\sum_s L\Gamma^s R\,R(\Gamma^s)^\dagger L = L\Big(\sum_s B^s(B^s)^\dagger\Big)L = L\,1\,L=L^2 .$$

For the second,

$$\sum_s (B^s)^\dagger L^2B^s=\sum_s R(\Gamma^s)^\dagger L\,L\,\Gamma^sR = R\Big(\sum_s (A^s)^\dagger A^s\Big)R=R^2 .$$

The conditions cross over: the equation for $A$ uses the canonical condition on $B$, and the equation for $B$ uses the one on $A$. With $R=L$, both equations say that $L^2$ is a fixed point.

## Converse, total weight and longer blocks

Suppose that no weight vanishes. The first transfer equation then reads $LSL=L^2$ with $S=\sum_s B^s(B^s)^\dagger$, and multiplying by $L^{-1}$ on both sides gives $S=1$. The second equation returns the condition on $A$ in the same way, so the two transfer equations are equivalent to the two canonical conditions. Zero weights spoil this: for $L=R=0$ both transfer equations hold trivially, while the canonical conditions fail for any nonzero bond dimension.

Taking the trace of the first transfer equation and using cyclicity gives

$$\sum_i l_i^2=\mathrm{tr}\Big(\sum_s (A^s)^\dagger A^s\,R^2\Big)=\sum_j r_j^2 .$$

For a uniform chain, a block of $N$ sites has the matrices $A^{s_1}\cdots A^{s_N}$. Write $E(X)=\sum_sA^sX(A^s)^\dagger$. Separating the first site gives

$$\sum_{s_1,\dots,s_{N+1}}A^{s_1}\cdots A^{s_{N+1}}X(A^{s_1}\cdots A^{s_{N+1}})^\dagger=E\big(E^N(X)\big),$$

so the block map is $E^N$ by induction. At $N=0$ the only product is the empty one, the identity matrix, and the map is the identity. For $F(X)=\sum_s(B^s)^\dagger XB^s$ the first site acts first, which gives $F^N(F(X))$. Since $E(L^2)=L^2$ and $F(L^2)=L^2$, the same holds for blocks of every length.

In simulations of infinite chains with finite bond dimension, an exactly canonical uniform tensor and weights normalised to $\sum_i l_i^2=1$, $L^2$ can therefore serve as the right environment of the $A$ tensors, with the identity as the left environment.

## A two-state example with weights 3/5 and 4/5

Take $L=R=\mathrm{diag}(3/5,4/5)$, $\Gamma^0=\sigma_z$ and $\Gamma^1=\sigma_x$. Then

$$A^0=\begin{pmatrix}3/5&0\\0&-4/5\end{pmatrix},\qquad A^1=\begin{pmatrix}0&3/5\\4/5&0\end{pmatrix},$$

$$\sum_s(A^s)^\dagger A^s=\tfrac1{25}\mathrm{diag}(9,16)+\tfrac1{25}\mathrm{diag}(16,9)=1 .$$

The sum $\sum_sB^s(B^s)^\dagger$ has the same two terms. The fixed point can be checked directly:

$$\sum_s A^sL^2(A^s)^\dagger=\tfrac1{625}\mathrm{diag}(81,256)+\tfrac1{625}\mathrm{diag}(144,144)=\mathrm{diag}\big(\tfrac9{25},\tfrac{16}{25}\big)=L^2 .$$

## The statement in Lean

The finite types `σ`, `m` and `n` index the local states, the left bond and the right bond. A site tensor is a function `σ → Matrix m n ℂ`, and `bond l` is the diagonal matrix $L$ with its real entries read as complex numbers. The superscript `ᴴ` is the conjugate transpose.

`leftTensor l Γ` is $A$ and `rightTensor Γ r` is $B$; `IsLeftCanonical` and `IsRightCanonical` are the two orthonormality conditions. `rightTransfer` carries a matrix on the right bond to the left bond, and `leftTransfer` goes the other way. The general result is `vidal_transfer`. The uniform case, `vidal_fixed_points`, has its sums written out in full.

The canonical conditions are hypotheses. The file does not construct a canonical form for a given state, and it does not show that $L^2$ is the only fixed point. It works with matrices alone, so the density-matrix reading above is an interpretation of the equations.

```lean
import Mathlib

open Matrix

namespace VidalCanonicalForm

noncomputable section

variable {σ m n : Type*} [DecidableEq m] [DecidableEq n]

/-- The bond matrix: the diagonal matrix with real weights `l i`, viewed as a complex matrix. -/
def bond (l : n → ℝ) : Matrix n n ℂ := diagonal fun i => (l i : ℂ)

/-- A real diagonal bond matrix is Hermitian. -/
theorem bond_conjTranspose (l : n → ℝ) : (bond l)ᴴ = bond l := by
  unfold bond
  rw [diagonal_conjTranspose]
  refine congrArg diagonal (funext fun i => ?_)
  simp

variable [Fintype σ] [Fintype m] [Fintype n]

/-- The site tensor `A^s = L Γ^s`, with the left bond matrix absorbed. -/
def leftTensor (l : m → ℝ) (Γ : σ → Matrix m n ℂ) : σ → Matrix m n ℂ :=
  fun s => bond l * Γ s

/-- The site tensor `B^s = Γ^s R`, with the right bond matrix absorbed. -/
def rightTensor (Γ : σ → Matrix m n ℂ) (r : n → ℝ) : σ → Matrix m n ℂ :=
  fun s => Γ s * bond r

/-- Left-canonical condition `∑_s (A^s)ᴴ A^s = 1`. -/
def IsLeftCanonical (A : σ → Matrix m n ℂ) : Prop := ∑ s, (A s)ᴴ * A s = 1

/-- Right-canonical condition `∑_s B^s (B^s)ᴴ = 1`. -/
def IsRightCanonical (B : σ → Matrix m n ℂ) : Prop := ∑ s, B s * (B s)ᴴ = 1

/-- Transfer map acting on a right environment: `X ↦ ∑_s A^s X (A^s)ᴴ`. -/
def rightTransfer (A : σ → Matrix m n ℂ) (X : Matrix n n ℂ) : Matrix m m ℂ :=
  ∑ s, A s * X * (A s)ᴴ

/-- Transfer map acting on a left environment: `X ↦ ∑_s (B^s)ᴴ X B^s`. -/
def leftTransfer (B : σ → Matrix m n ℂ) (X : Matrix m m ℂ) : Matrix n n ℂ :=
  ∑ s, (B s)ᴴ * X * B s

/-- The tensor of a block of `N` identical sites: the ordered product
`A^{s_1} ⋯ A^{s_N}` for each configuration `(s_1, …, s_N)`. -/
def blockTensor (A : σ → Matrix n n ℂ) (N : ℕ) : (Fin N → σ) → Matrix n n ℂ :=
  fun w => (List.ofFn fun i => A (w i)).prod

/-- For any `Γ`, `∑_s A^s R² (A^s)ᴴ = L (∑_s B^s (B^s)ᴴ) L`. -/
theorem rightTransfer_leftTensor (l : m → ℝ) (r : n → ℝ) (Γ : σ → Matrix m n ℂ) :
    rightTransfer (leftTensor l Γ) (bond r ^ 2)
      = bond l * (∑ s, rightTensor Γ r s * (rightTensor Γ r s)ᴴ) * bond l := by
  -- both sides are ∑_s L Γ R R Γᴴ L
  simp only [rightTransfer, leftTensor, rightTensor, Matrix.mul_sum, Matrix.sum_mul,
    conjTranspose_mul, bond_conjTranspose, sq, Matrix.mul_assoc]

/-- For any `Γ`, `∑_s (B^s)ᴴ L² B^s = R (∑_s (A^s)ᴴ A^s) R`. -/
theorem leftTransfer_rightTensor (l : m → ℝ) (r : n → ℝ) (Γ : σ → Matrix m n ℂ) :
    leftTransfer (rightTensor Γ r) (bond l ^ 2)
      = bond r * (∑ s, (leftTensor l Γ s)ᴴ * leftTensor l Γ s) * bond r := by
  -- both sides are ∑_s R Γᴴ L L Γ R
  simp only [leftTransfer, leftTensor, rightTensor, Matrix.mul_sum, Matrix.sum_mul,
    conjTranspose_mul, bond_conjTranspose, sq, Matrix.mul_assoc]

/-- If `A^s = L Γ^s` is left-canonical and `B^s = Γ^s R` is right-canonical, then
`∑_s A^s R² (A^s)ᴴ = L²` and `∑_s (B^s)ᴴ L² B^s = R²`. -/
theorem vidal_transfer (l : m → ℝ) (r : n → ℝ) (Γ : σ → Matrix m n ℂ)
    (hA : IsLeftCanonical (leftTensor l Γ)) (hB : IsRightCanonical (rightTensor Γ r)) :
    rightTransfer (leftTensor l Γ) (bond r ^ 2) = bond l ^ 2 ∧
      leftTransfer (rightTensor Γ r) (bond l ^ 2) = bond r ^ 2 := by
  unfold IsLeftCanonical at hA
  unfold IsRightCanonical at hB
  constructor
  · -- the equation for `A` uses the canonical condition on `B`
    rw [rightTransfer_leftTensor, hB, Matrix.mul_one]
    exact (sq _).symm
  · -- the equation for `B` uses the canonical condition on `A`
    rw [leftTransfer_rightTensor, hA, Matrix.mul_one]
    exact (sq _).symm

/-- Uniform case with one bond matrix `L`: if `L Γ^s` is left-canonical and `Γ^s L` is
right-canonical, then `∑_s A^s L² (A^s)ᴴ = L²` and `∑_s (B^s)ᴴ L² B^s = L²`. -/
theorem vidal_fixed_points (l : n → ℝ) (Γ : σ → Matrix n n ℂ)
    (hA : ∑ s, (bond l * Γ s)ᴴ * (bond l * Γ s) = 1)
    (hB : ∑ s, (Γ s * bond l) * (Γ s * bond l)ᴴ = 1) :
    ∑ s, (bond l * Γ s) * bond l ^ 2 * (bond l * Γ s)ᴴ = bond l ^ 2 ∧
      ∑ s, (Γ s * bond l)ᴴ * bond l ^ 2 * (Γ s * bond l) = bond l ^ 2 :=
  vidal_transfer l l Γ hA hB

/-- If all weights of `L` are nonzero and `L S L = L²`, then `S = 1`. -/
theorem eq_one_of_bond_sandwich (l : n → ℝ) (hl : ∀ i, l i ≠ 0) (S : Matrix n n ℂ)
    (h : bond l * S * bond l = bond l ^ 2) : S = 1 := by
  -- the reciprocal weights give an inverse of the bond matrix
  obtain ⟨K, hK⟩ : ∃ K : Matrix n n ℂ, K * bond l = 1 := by
    refine ⟨bond fun i => (l i)⁻¹, ?_⟩
    unfold bond
    rw [diagonal_mul_diagonal, ← diagonal_one]
    refine congrArg diagonal (funext fun i => ?_)
    show (((l i)⁻¹ : ℝ) : ℂ) * (l i : ℂ) = 1
    rw [← Complex.ofReal_mul, inv_mul_cancel₀ (hl i), Complex.ofReal_one]
  have hK' : bond l * K = 1 := mul_eq_one_comm.mp hK
  calc S = (K * bond l) * S * (bond l * K) := by
        rw [hK, hK', Matrix.one_mul, Matrix.mul_one]
    _ = K * (bond l * S * bond l) * K := by simp only [Matrix.mul_assoc]
    _ = K * bond l ^ 2 * K := by rw [h]
    _ = (K * bond l) * (bond l * K) := by simp only [sq, Matrix.mul_assoc]
    _ = 1 := by rw [hK, hK', Matrix.mul_one]

/-- For nonzero bond weights, the two canonical conditions hold exactly when
`∑_s A^s R² (A^s)ᴴ = L²` and `∑_s (B^s)ᴴ L² B^s = R²`. -/
theorem canonical_iff_transfer (l : m → ℝ) (r : n → ℝ) (Γ : σ → Matrix m n ℂ)
    (hl : ∀ i, l i ≠ 0) (hr : ∀ j, r j ≠ 0) :
    (IsLeftCanonical (leftTensor l Γ) ∧ IsRightCanonical (rightTensor Γ r)) ↔
      (rightTransfer (leftTensor l Γ) (bond r ^ 2) = bond l ^ 2 ∧
        leftTransfer (rightTensor Γ r) (bond l ^ 2) = bond r ^ 2) := by
  constructor
  · rintro ⟨hA, hB⟩
    exact vidal_transfer l r Γ hA hB
  · rintro ⟨h1, h2⟩
    rw [rightTransfer_leftTensor] at h1
    rw [leftTransfer_rightTensor] at h2
    exact ⟨eq_one_of_bond_sandwich r hr _ h2, eq_one_of_bond_sandwich l hl _ h1⟩

/-- Under the two canonical conditions the squared weights of the left and right bond
have the same sum. -/
theorem sum_sq_weights_eq (l : m → ℝ) (r : n → ℝ) (Γ : σ → Matrix m n ℂ)
    (hA : IsLeftCanonical (leftTensor l Γ)) (hB : IsRightCanonical (rightTensor Γ r)) :
    ∑ i, l i ^ 2 = ∑ j, r j ^ 2 := by
  -- cyclicity of the trace moves (A^s)ᴴ next to A^s
  have ht : trace (rightTransfer (leftTensor l Γ) (bond r ^ 2))
      = trace ((∑ s, (leftTensor l Γ s)ᴴ * leftTensor l Γ s) * bond r ^ 2) := by
    rw [rightTransfer, Matrix.sum_mul, trace_sum, trace_sum]
    exact Finset.sum_congr rfl fun s _ => Matrix.trace_mul_cycle _ _ _
  have hfix := (vidal_transfer l r Γ hA hB).1
  unfold IsLeftCanonical at hA
  rw [hfix, hA, Matrix.one_mul] at ht
  simp only [sq, bond, diagonal_mul_diagonal, trace_diagonal] at ht
  simp only [sq]
  exact_mod_cast ht

/-- A sum over configurations of `N + 1` sites splits into a sum over the first site
and a sum over the remaining `N` sites. -/
theorem sum_configurations {M : Type*} [AddCommMonoid M] {N : ℕ}
    (f : (Fin (N + 1) → σ) → M) :
    ∑ w, f w = ∑ s : σ, ∑ w : Fin N → σ, f (Fin.cons s w : Fin (N + 1) → σ) := by
  have h := (Fin.consEquiv (fun _ : Fin (N + 1) => σ)).sum_comp f
  rw [← h, Fintype.sum_prod_type]
  rfl

/-- The transfer maps of an `N`-site block are the `N`-fold iterates of the
one-site transfer maps. -/
theorem transfer_blockTensor (A : σ → Matrix n n ℂ) (N : ℕ) (X : Matrix n n ℂ) :
    rightTransfer (blockTensor A N) X = (rightTransfer A)^[N] X ∧
      leftTransfer (blockTensor A N) X = (leftTransfer A)^[N] X := by
  induction N generalizing X with
  | zero => simp [rightTransfer, leftTransfer, blockTensor]
  | succ N ih =>
    -- peel off the first site of the block
    have hcons : ∀ (s : σ) (w : Fin N → σ),
        blockTensor A (N + 1) (Fin.cons s w : Fin (N + 1) → σ) = A s * blockTensor A N w := by
      intro s w
      simp only [blockTensor, List.ofFn_succ, List.prod_cons, Fin.cons_zero, Fin.cons_succ]
    constructor
    · rw [Function.iterate_succ_apply', ← (ih X).1]
      simp only [rightTransfer]
      rw [sum_configurations]
      simp only [hcons, conjTranspose_mul, Matrix.mul_sum, Matrix.sum_mul, Matrix.mul_assoc]
    · rw [Function.iterate_succ_apply, ← (ih (leftTransfer A X)).2]
      simp only [leftTransfer]
      rw [sum_configurations, Finset.sum_comm]
      simp only [hcons, conjTranspose_mul, Matrix.mul_sum, Matrix.sum_mul, Matrix.mul_assoc]

/-- In the uniform case `L²` is a fixed point of the right transfer map of every `N`-site
block of `A` tensors and of the left transfer map of every `N`-site block of `B` tensors. -/
theorem block_fixed_points (l : n → ℝ) (Γ : σ → Matrix n n ℂ)
    (hA : IsLeftCanonical (leftTensor l Γ)) (hB : IsRightCanonical (rightTensor Γ l))
    (N : ℕ) :
    rightTransfer (blockTensor (leftTensor l Γ) N) (bond l ^ 2) = bond l ^ 2 ∧
      leftTransfer (blockTensor (rightTensor Γ l) N) (bond l ^ 2) = bond l ^ 2 := by
  have h := vidal_transfer l l Γ hA hB
  rw [(transfer_blockTensor _ N _).1, (transfer_blockTensor _ N _).2]
  exact ⟨Function.iterate_fixed h.1 N, Function.iterate_fixed h.2 N⟩

/-- Bond weights `3/5` and `4/5`. -/
def sampleWeights : Fin 2 → ℝ := ![3 / 5, 4 / 5]

/-- The site tensor with `Γ^0 = σ_z` and `Γ^1 = σ_x`. -/
def sampleGamma : Fin 2 → Matrix (Fin 2) (Fin 2) ℂ := ![!![1, 0; 0, -1], !![0, 1; 1, 0]]

/-- With `L = diag(3/5, 4/5)` and `Γ = (σ_z, σ_x)`, the tensor `L Γ^s` is left-canonical
and `Γ^s L` is right-canonical. -/
theorem vidal_witness :
    IsLeftCanonical (leftTensor sampleWeights sampleGamma) ∧
      IsRightCanonical (rightTensor sampleGamma sampleWeights) := by
  have hG : ∀ s, (sampleGamma s)ᴴ = sampleGamma s := by
    intro s
    fin_cases s <;> ext i j <;> fin_cases i <;> fin_cases j <;>
      simp [sampleGamma, Matrix.conjTranspose_apply]
  have hL : bond sampleWeights = !![3 / 5, 0; 0, 4 / 5] := by
    ext i j
    fin_cases i <;> fin_cases j <;> simp [bond, sampleWeights]
  constructor
  · simp only [IsLeftCanonical, leftTensor, conjTranspose_mul, bond_conjTranspose, hG]
    rw [hL]
    ext i j
    fin_cases i <;> fin_cases j <;>
      simp [sampleGamma, Fin.sum_univ_two] <;> norm_num
  · simp only [IsRightCanonical, rightTensor, conjTranspose_mul, bond_conjTranspose, hG]
    rw [hL]
    ext i j
    fin_cases i <;> fin_cases j <;>
      simp [sampleGamma, Fin.sum_univ_two] <;> norm_num

end

end VidalCanonicalForm
```

```lean
#print axioms VidalCanonicalForm.vidal_fixed_points
#print axioms VidalCanonicalForm.canonical_iff_transfer
#print axioms VidalCanonicalForm.sum_sq_weights_eq
#print axioms VidalCanonicalForm.block_fixed_points
```

```
'VidalCanonicalForm.vidal_fixed_points' depends on axioms: [propext, Classical.choice, Quot.sound]
'VidalCanonicalForm.canonical_iff_transfer' depends on axioms: [propext, Classical.choice, Quot.sound]
'VidalCanonicalForm.sum_sq_weights_eq' depends on axioms: [propext, Classical.choice, Quot.sound]
'VidalCanonicalForm.block_fixed_points' depends on axioms: [propext, Classical.choice, Quot.sound]
```

## How the proof follows the algebra

`bond_conjTranspose` is $L^\dagger=L$. The lemmas `rightTransfer_leftTensor` and `leftTransfer_rightTensor` are the two rearrangements made before any canonical condition is used, and they hold for every $\Gamma$. Their `simp only` call moves the outer factors inside the sum, expands the adjoints and brackets all products to the right, after which the two sides coincide. `vidal_transfer` then replaces the inner sum by 1, using `hB` for the first equation and `hA` for the second.

`eq_one_of_bond_sandwich` is the cancellation step of the converse. It builds a left inverse `K` from the reciprocal weights; for square matrices `mul_eq_one_comm` makes it a right inverse as well. The `calc` chain multiplies $LSL=L^2$ by `K` on both sides. `canonical_iff_transfer` applies this once on each bond.

In `sum_sq_weights_eq`, `Matrix.trace_mul_cycle` performs the cyclic move term by term, and `exact_mod_cast` takes the resulting complex equation back to the real weights.

For blocks, `sum_configurations` splits a sum over $N+1$ sites into the first site and the rest. `transfer_blockTensor` is the induction on $N$, and its local statement `hcons` is the factorisation $A^{s_1}(A^{s_2}\cdots A^{s_{N+1}})$. The induction is done for all `X` at once because the left map needs the hypothesis at `leftTransfer A X`, where the first site has already acted. `block_fixed_points` combines this with `Function.iterate_fixed`: a point fixed by one step is fixed by $N$ steps.

`vidal_witness` verifies the two canonical conditions for the example entry by entry, so the hypotheses are met by a tensor with two unequal weights.
